# Lifted coarsening of a lattice charge distribution conserves charge and dipole

Put a unit charge at site 1 of the integer lattice and coarsen to the even sites. Keeping only the even samples gives zero everywhere, so the charge is lost. Now measure first how far the odd sample deviates from the mean of its even neighbours: $1-(0+0)/2=1$. Add a quarter of this deviation to each neighbour. The coarse samples at positions 0 and 2 are then $1/4$ each. A coarse cell is twice as wide as a fine one, so each sample stands for a charge $2\cdot\tfrac14=\tfrac12$. The total is 1, and the dipole is $0\cdot\tfrac12+2\cdot\tfrac12=1$, both as before.

## Charge and dipole by even and odd sites

For a distribution $x_n$, $n\in\mathbb Z$, define the details $d_k$ and the coarse samples $s_k$ by

$$d_k=x_{2k+1}-\tfrac12(x_{2k}+x_{2k+2}),\qquad s_k=x_{2k}+\tfrac14(d_{k-1}+d_k).$$

Suppose that the charge $Q=\sum_n x_n$ and the dipole about the origin, $P=\sum_n n\,x_n$, converge absolutely. The claim is that charges $2s_k$ at positions $2k$ have the same $Q$ and $P$.

Let $A=\sum_k x_{2k}$ and $B=\sum_k x_{2k+1}$, so that $A+B=Q$. Shifting the summation index gives $\sum_k x_{2k+2}=A$, hence $\sum_k d_k=B-A$ and

$$\sum_k 2s_k=2A+\tfrac12\cdot 2(B-A)=A+B=Q.$$

For the dipole, let $A_1=\sum_k 2k\,x_{2k}$ and $B_1=\sum_k(2k+1)x_{2k+1}$, so that $A_1+B_1=P$. Weight each detail by its own position, writing $2k+1$ as $(2k+2)-1$ in the last term:

$$\sum_k(2k+1)d_k=B_1-\tfrac12\big[(A_1+A)+(A_1-A)\big]=B_1-A_1.$$

The coarse site $2k$ lies one step to the right of $d_{k-1}$ and one step to the left of $d_k$. With $D=\sum_k d_k$,

$$\sum_k 2k(d_{k-1}+d_k)=(B_1-A_1+D)+(B_1-A_1-D)=2(B_1-A_1).$$

The offsets cancel, and $\sum_k 2k\cdot 2s_k=2A_1+(B_1-A_1)=P$.

In a multiresolution treatment of electrostatics, this means that a one-dimensional source on an unbounded grid reaches the coarser level with its two lowest moments intact.

## The coarsening step on an array

In a calculation, the step is two passes over one array. The first overwrites each odd entry by its detail, and the second adds a quarter of the two adjacent details to each even entry. The array must begin and end at even sites, so that every odd entry has both neighbours. Each end entry then has only one adjacent detail inside the array. The array must also hold all the charge, so the missing detail is zero if the end entry is zero; otherwise the array is first padded with zeros, again out to even sites. For example, $(0,1,0)$ becomes $(0,1,0)$ after the first pass and $(\tfrac14,1,\tfrac14)$ after the second. The even entries go on to the next level, while the odd ones are stored as details. Such alternating updates, of the odd entries from the even ones and then of the even entries from the odd ones, are called lifting. If the samples are densities on a grid of spacing $h$, the factor 2 is the change of cell width from $h$ to $2h$.

## Distributions and convergent sums in Lean

A distribution is a function `x : ℤ → ℝ` on a lattice of unit spacing with no boundary. The definitions transcribe $d_k$, $s_k$, plain subsampling and a point charge at site `m`.

```lean
import Mathlib

open Finset

namespace LiftedCoarsening

noncomputable section

/-- The detail at the odd site `2k+1`: the deviation of the charge there from the mean of its
two even neighbours. -/
def detail (x : ℤ → ℝ) (k : ℤ) : ℝ := x (2 * k + 1) - (x (2 * k) + x (2 * k + 2)) / 2

/-- Lifted coarsening: the even sample, updated by a quarter of the two adjacent details. -/
def coarsen (x : ℤ → ℝ) (k : ℤ) : ℝ := x (2 * k) + (detail x (k - 1) + detail x k) / 4

/-- Plain subsampling: keep the even sites and discard the odd ones. -/
def subsample (x : ℤ → ℝ) (k : ℤ) : ℝ := x (2 * k)

/-- A unit point charge at site `m`. -/
def unitCharge (m n : ℤ) : ℝ := if n = m then 1 else 0
```

The statement `HasSum f a` says that the series over all sites converges to `a` independently of the order of summation, which for real terms means absolute convergence. The first two lemmas let a sum be rewritten term by term and translated along the lattice.

```lean
/-- Lattice distributions that agree site by site have the same convergent total. -/
theorem hasSum_of_eq {f g : ℤ → ℝ} {a b : ℝ} (h : HasSum f a) (hf : ∀ k, g k = f k)
    (hab : b = a) : HasSum g b := by
  rw [hab, show g = f from funext hf]
  exact h

/-- Translating a lattice distribution does not change its convergent total. -/
theorem hasSum_shift {f : ℤ → ℝ} {a : ℝ} (h : HasSum f a) (m : ℤ) :
    HasSum (fun k => f (k + m)) a :=
  (Equiv.addRight m).hasSum_iff.2 h
```

The next lemma supplies $A$ and $B$. Both sublattice sums converge because $k\mapsto 2k$ and $k\mapsto 2k+1$ are injective. Each sublattice is then extended by zero to the whole lattice; the two extensions add up to `f`, and uniqueness of the sum gives `A + B = a`.

```lean
/-- A convergent lattice total is the sum of the totals on the even and on the odd sites. -/
theorem even_odd_split {f : ℤ → ℝ} {a : ℝ} (h : HasSum f a) :
    ∃ A B : ℝ, HasSum (fun k : ℤ => f (2 * k)) A ∧
      HasSum (fun k : ℤ => f (2 * k + 1)) B ∧ A + B = a := by
  have ie : Function.Injective (fun k : ℤ => 2 * k) := fun a b h => by
    dsimp only at h
    omega
  have io : Function.Injective (fun k : ℤ => 2 * k + 1) := fun a b h => by
    dsimp only at h
    omega
  obtain ⟨A, hA⟩ := h.summable.comp_injective ie
  obtain ⟨B, hB⟩ := h.summable.comp_injective io
  -- extend each sublattice by zero to the whole lattice
  have hA' : HasSum (fun n : ℤ => if n % 2 = 0 then f n else 0) A := by
    refine (ie.hasSum_iff ?_).1 ?_
    · intro n hn
      have h0 : ¬ n % 2 = 0 := fun h0 => hn ⟨n / 2, by dsimp only; omega⟩
      exact if_neg h0
    · refine hasSum_of_eq hA (fun k => ?_) rfl
      show (if (2 * k) % 2 = 0 then f (2 * k) else 0) = f (2 * k)
      exact if_pos (by omega)
  have hB' : HasSum (fun n : ℤ => if n % 2 = 0 then 0 else f n) B := by
    refine (io.hasSum_iff ?_).1 ?_
    · intro n hn
      have h0 : n % 2 = 0 := by
        by_contra h1
        exact hn ⟨n / 2, by dsimp only; omega⟩
      exact if_pos h0
    · refine hasSum_of_eq hB (fun k => ?_) rfl
      show (if (2 * k + 1) % 2 = 0 then 0 else f (2 * k + 1)) = f (2 * k + 1)
      exact if_neg (by omega)
  refine ⟨A, B, hA, hB, (hA'.add hB').unique ?_⟩
  convert h using 1
  funext n
  by_cases hn : n % 2 = 0 <;> simp [hn]
```

The total of the details is $B-A$, with the shift of the index $k$ by one accounting for $x_{2k+2}$.

```lean
/-- If the even and odd sites carry total charges `A` and `B`, the details sum to `B - A`. -/
theorem hasSum_detail {x : ℤ → ℝ} {A B : ℝ} (hA : HasSum (fun k : ℤ => x (2 * k)) A)
    (hB : HasSum (fun k : ℤ => x (2 * k + 1)) B) :
    HasSum (fun k => detail x k) (B - A) := by
  have hA' : HasSum (fun k : ℤ => x (2 * (k + 1))) A := hasSum_shift hA 1
  have h := hB.sub ((hA.add hA').div_const 2)
  refine hasSum_of_eq h (fun k => ?_) ?_
  · have e : 2 * (k + 1) = 2 * k + 2 := by ring
    simp only [detail, e]
  · ring
```

## Conservation over one level and over many

The main theorem takes the two convergent moments as hypotheses `hQ` and `hP` and returns both conservation laws. Its proof splits each moment into even and odd parts. For the charge, `h` assembles the series for $2s_k$ from the even samples and two copies of the details, one of them shifted. For the dipole, `hD1` is the position-weighted sum $B_1-A_1$; in the last `h`, the terms with `hD` enter once with a plus and once with a minus sign, which is the cancellation of the offsets. The calls to `linear_combination` insert $A+B=Q$ and $A_1+B_1=P$.

```lean
/-- Lifted coarsening conserves charge and dipole: if `x` has convergent total charge `Q` and
dipole `P`, then the charges `2 s_k` placed at the positions `2k` have the same two moments. -/
theorem coarsen_charge_dipole {x : ℤ → ℝ} {Q P : ℝ} (hQ : HasSum x Q)
    (hP : HasSum (fun n : ℤ => (n : ℝ) * x n) P) :
    HasSum (fun k => 2 * coarsen x k) Q ∧
      HasSum (fun k : ℤ => (2 * (k : ℝ)) * (2 * coarsen x k)) P := by
  obtain ⟨A, B, hA, hB, hAB⟩ := even_odd_split hQ
  obtain ⟨A1, B1, hA1, hB1, hAB1⟩ := even_odd_split hP
  have hD := hasSum_detail hA hB
  constructor
  · -- each detail is shared by two coarse sites, a quarter to each
    have h := (hA.add (((hasSum_shift hD (-1)).add hD).div_const 4)).mul_left 2
    refine hasSum_of_eq h (fun k => ?_) ?_
    · simp only [coarsen, sub_eq_add_neg]
    · linear_combination -hAB
  · -- first moment of the details about their own positions `2k+1`
    have hD1 : HasSum (fun k : ℤ => (2 * (k : ℝ) + 1) * detail x k) (B1 - A1) := by
      have h := hB1.sub (((hA1.add hA).add
        ((hasSum_shift hA1 1).sub (hasSum_shift hA 1))).div_const 2)
      refine hasSum_of_eq h (fun k => ?_) ?_
      · have e : 2 * (k + 1) = 2 * k + 2 := by ring
        simp only [detail, e]
        push_cast
        ring
      · ring
    -- the offsets of the two receiving sites are opposite and cancel
    have h := (hA1.mul_left 2).add ((((hasSum_shift hD1 (-1)).add
      (hasSum_shift hD (-1))).add (hD1.sub hD)).div_const 2)
    refine hasSum_of_eq h (fun k => ?_) ?_
    · simp only [coarsen, sub_eq_add_neg]
      push_cast
      ring
    · linear_combination -hAB1
```

If the charges vanish outside a finite set `S`, both hypotheses hold automatically and the moments are finite sums over `S`.

```lean
/-- For charges confined to a finite set `S` of sites, the coarse charge and dipole equal the
finite sums of `x n` and `n x n` over `S`. -/
theorem coarsen_finite_support {x : ℤ → ℝ} (S : Finset ℤ) (hx : ∀ n ∉ S, x n = 0) :
    HasSum (fun k => 2 * coarsen x k) (∑ n ∈ S, x n) ∧
      HasSum (fun k : ℤ => (2 * (k : ℝ)) * (2 * coarsen x k)) (∑ n ∈ S, (n : ℝ) * x n) :=
  coarsen_charge_dipole (hasSum_sum_of_ne_finset_zero hx)
    (hasSum_sum_of_ne_finset_zero (fun n hn => by simp [hx n hn]))
```

The step can be repeated. After `J` levels, the sample `(coarsen^[J] x) k` represents a charge $2^J s_k$ at position $2^J k$, where $s_k$ now denotes that sample. For the induction, let $c_k$ be the samples after the first coarsening alone. The one-level theorem gives $\sum_k c_k=Q/2$ and $\sum_k k\,c_k=P/4$; the proof applies the hypothesis for `J` levels to the $c_k$ and restores the factors 2 and 4.

```lean
/-- Let `s_k` be the samples after `J` coarsening levels. The charges `2^J s_k` at the positions
`2^J k` still have the charge `Q` and dipole `P` of the original distribution, if these two sums
converge. -/
theorem multilevel_charge_dipole (J : ℕ) {x : ℤ → ℝ} {Q P : ℝ} (hQ : HasSum x Q)
    (hP : HasSum (fun n : ℤ => (n : ℝ) * x n) P) :
    HasSum (fun k => 2 ^ J * (coarsen^[J] x) k) Q ∧
      HasSum (fun k : ℤ => (2 ^ J * (k : ℝ)) * (2 ^ J * (coarsen^[J] x) k)) P := by
  induction J generalizing x Q P with
  | zero => exact ⟨by simpa using hQ, by simpa using hP⟩
  | succ J ih =>
    obtain ⟨c, d⟩ := coarsen_charge_dipole hQ hP
    -- moments of the once-coarsened samples in units of the coarse lattice
    have h1 : HasSum (coarsen x) (Q / 2) := by
      have h := c.div_const 2
      refine hasSum_of_eq h (fun k => ?_) rfl
      ring
    have h2 : HasSum (fun k : ℤ => (k : ℝ) * coarsen x k) (P / 4) := by
      have h := d.div_const 4
      refine hasSum_of_eq h (fun k => ?_) rfl
      ring
    obtain ⟨i1, i2⟩ := ih h1 h2
    constructor
    · have h := i1.mul_left 2
      refine hasSum_of_eq h (fun k => ?_) ?_
      · rw [Function.iterate_succ_apply]
        ring
      · ring
    · have h := i2.mul_left 4
      refine hasSum_of_eq h (fun k => ?_) ?_
      · rw [Function.iterate_succ_apply]
        ring
      · ring
```

## The charge lost by subsampling and the change in the second moment

For the unit charge at site 1, every even sample is zero because $2k=1$ has no integer solution. The subsampled total is therefore 0, where the original total is 1.

```lean
/-- Plain subsampling loses charge: a unit charge at site 1 has total charge 1, but its
subsampled version has total charge 0. -/
theorem subsample_loses_charge :
    HasSum (unitCharge 1) 1 ∧ HasSum (fun k => 2 * subsample (unitCharge 1) k) 0 := by
  refine ⟨hasSum_ite_eq 1 1, ?_⟩
  have h : (fun k => 2 * subsample (unitCharge 1) k) = fun _ => (0 : ℝ) := by
    funext k
    have h1 : ¬ 2 * k = 1 := by omega
    simp only [subsample, unitCharge, if_neg h1, mul_zero]
  rw [h]
  exact hasSum_zero
```

Conservation does not extend to the second moment $\sum_n n^2x_n$. A unit charge at the origin has second moment 0. Its two adjacent details are $d_{-1}=d_0=-\tfrac12$, so $s_0=\tfrac34$ and $s_{\pm1}=-\tfrac18$. The coarse charges are $\tfrac32$ at the origin and $-\tfrac14$ at positions $\pm2$. They still add up to 1 with zero dipole, but their second moment is $2\cdot 4\cdot(-\tfrac14)=-2$. The example also shows that a nonnegative density can acquire negative coarse values.

The proof writes the coarse series as two single-site contributions of $-1$, at `k = 1` and `k = -1`, and checks the remaining sites by cases.

```lean
/-- The second moment is not conserved by lifted coarsening: for a unit charge at the origin it
is 0 on the fine lattice and -2 after one coarsening step. -/
theorem quadrupole_not_conserved :
    HasSum (fun n : ℤ => (n : ℝ) ^ 2 * unitCharge 0 n) 0 ∧
      HasSum (fun k : ℤ => (2 * (k : ℝ)) ^ 2 * (2 * coarsen (unitCharge 0) k)) (-2) := by
  constructor
  · have h : (fun n : ℤ => (n : ℝ) ^ 2 * unitCharge 0 n) = fun _ => (0 : ℝ) := by
      funext n
      by_cases hn : n = 0 <;> simp [unitCharge, hn]
    rw [h]
    exact hasSum_zero
  · -- only the coarse sites 1 and -1 contribute, each with -1
    have h := (hasSum_ite_eq (1 : ℤ) (-1 : ℝ)).add (hasSum_ite_eq (-1 : ℤ) (-1 : ℝ))
    refine hasSum_of_eq h (fun k => ?_) ?_
    · by_cases h1 : k = 1
      · subst h1
        norm_num [coarsen, detail, unitCharge]
      by_cases h2 : k = -1
      · subst h2
        norm_num [coarsen, detail, unitCharge]
      by_cases h3 : k = 0
      · subst h3
        norm_num
      have e1 : ¬ 2 * k = 0 := by omega
      have e2 : ¬ 2 * k + 1 = 0 := by omega
      have e3 : ¬ 2 * k + 2 = 0 := by omega
      have e4 : ¬ 2 * (k - 1) = 0 := by omega
      have e5 : ¬ 2 * (k - 1) + 1 = 0 := by omega
      have e6 : ¬ 2 * (k - 1) + 2 = 0 := by omega
      simp only [coarsen, detail, unitCharge, if_neg h1, if_neg h2, if_neg e1, if_neg e2,
        if_neg e3, if_neg e4, if_neg e5, if_neg e6]
      norm_num
    · norm_num

end

end LiftedCoarsening
```

```lean
#print axioms LiftedCoarsening.coarsen_charge_dipole
-- 'LiftedCoarsening.coarsen_charge_dipole' depends on axioms: [propext, Classical.choice, Quot.sound]
#print axioms LiftedCoarsening.coarsen_finite_support
-- 'LiftedCoarsening.coarsen_finite_support' depends on axioms: [propext, Classical.choice, Quot.sound]
#print axioms LiftedCoarsening.subsample_loses_charge
-- 'LiftedCoarsening.subsample_loses_charge' depends on axioms: [propext, Classical.choice, Quot.sound]
#print axioms LiftedCoarsening.quadrupole_not_conserved
-- 'LiftedCoarsening.quadrupole_not_conserved' depends on axioms: [propext, Classical.choice, Quot.sound]
```
